# Rounding errors are not amplified by cancellation in a vertical recurrence with nonnegative coefficients

Two Gaussians sit on centres $A$ and $B$, the one on $B$ of s type and the one on $A$ with some power $n$ of the first Cartesian coordinate, measured from $A$, in front. I build their overlap from the s–s overlap by raising $n$ one unit at a time. Let $p$ be the sum of the two exponents, $P$ the centre of the product Gaussian, $x = P_x - A_x$ and $h = 1/(2p)$. The overlaps, divided by the s–s one, then obey

$$s_{n+1} = x\,s_n + n\,h\,s_{n-1},\qquad s_0 = 1,$$

where the last term is absent at $n=0$. What worries me is that, after the first two steps, every step takes in two earlier values, both already wrong by rounding, and adds fresh errors of its own. I have seen three-term recurrences lose all their digits within a few steps. If $x \ge 0$, can that happen here, or does the error stay in proportion to the number of steps?

## Each step costs at most one factor of $1 \pm d$

It can't happen when $x$ and $h$ are both nonnegative. If each of the two terms in a step is computed with relative error at most $d \le 1$, then after $n$ steps the relative error is at most $(1+d)^n - 1$, which is close to $nd$ as long as $nd$ is small. Two wrong inputs don't double the damage, because the relative error of a sum of nonnegative numbers is no larger than the worse of the relative errors of its terms.

To derive this, let $r_n$ be the computed values, and let $e_n$ and $f_n$ be the relative errors of the two terms in the step from $n$ to $n+1$:

$$r_0 = 1,\qquad r_1 = (1+e_0)\,x,$$
$$r_{n+2} = (1+e_{n+1})\,x\,r_{n+1} + (1+f_{n+1})\,(n+1)\,h\,r_n,$$

with $|e_n| \le d$ and $|f_n| \le d$ for all $n$. All $s_n$ are nonnegative, since they are built from nonnegative numbers by sums and products. The claim is

$$(1-d)^n s_n \le r_n \le (1+d)^n s_n .$$

For $n=0$ all three members equal 1. For $n=1$ the claim reads $(1-d)x \le (1+e_0)x \le (1+d)x$, which is true because $x \ge 0$. Now suppose that the lower bound holds at $n$ and at $n+1$. Since $1+e_{n+1}$ and $1+f_{n+1}$ are at least $1-d \ge 0$,

$$r_{n+2} \ge (1-d)\,x\,(1-d)^{n+1}s_{n+1} + (1-d)\,(n+1)h\,(1-d)^n s_n$$
$$= (1-d)^{n+2}\,x\,s_{n+1} + (1-d)^{n+1}\,(n+1)h\,s_n \ge (1-d)^{n+2}s_{n+2}.$$

The older value has been through one rounding fewer, so its term has one factor $1-d$ to spare. As $0 \le 1-d \le 1$, putting that factor in only lowers the right-hand side. The lower bound also shows that $r_n \ge 0$. With this, the same argument gives the upper bound: replace $1-d$ by $1+d$, reverse the inequalities, and use $1+d \ge 1$ for the spare factor.

For the size of the error, the upper bound gives $r_n - s_n \le ((1+d)^n-1)s_n$, and the lower one gives $s_n - r_n \le (1-(1-d)^n)s_n$. Bernoulli's inequality yields $(1+d)^n + (1-d)^n \ge (1+nd)+(1-nd) = 2$, so the second factor is no larger than the first, and

$$|r_n - s_n| \le \big((1+d)^n - 1\big)\,s_n .$$

The powers are the best possible for general $x$ and $h$. At $h=0$ with one constant error $c$ in every step, $s_n = x^n$ and $r_n = (1+c)^n x^n$, so $c = d$ and $c=-d$ attain the two bounds. Gaussians have $h = 1/(2p) > 0$ and only approach this case, when $p$ grows at fixed $x > 0$.

The sign of $h$ matters to the recurrence, although a negative $h$ never occurs for Gaussian overlaps. As a purely numerical example, take $x=1$, $h=-0.99$ and a single error $e_0 = 0.01$. Then $s_2 = 1+h = 0.01$, but $r_2 = 1.01 - 0.99 = 0.02$. An error of one per cent has become one of a hundred per cent, where the bound would have allowed $1.01^2 - 1$, about two per cent. Moving $h$ closer to $-1$ makes the ratio as large as you like.

The condition $d \le 1$ is needed for the lower bound: for any $d > 1$, take $x=1$, $h=0$, $e_0=-1$ and no other errors. Then $r_2 = 0$, while $(1-d)^2 s_2 > 0$.

Here are the definitions and proofs in Lean.

```lean
import Mathlib

namespace VerticalRecurrenceRounding

noncomputable section

/-- The exact vertical recurrence `s (n+1) = x * s n + n * h * s (n-1)` with `s 0 = 1`,
the last term being absent at `n = 0`. -/
def exactVRR (x h : ℝ) : ℕ → ℝ
  | 0 => 1
  | 1 => x
  | n + 2 => x * exactVRR x h (n + 1) + ((n : ℝ) + 1) * h * exactVRR x h n

/-- The vertical recurrence in rounded arithmetic: at step `n` the first term carries the
relative error `e n` and the second term the relative error `f n`. -/
def roundedVRR (x h : ℝ) (e f : ℕ → ℝ) : ℕ → ℝ
  | 0 => 1
  | 1 => (1 + e 0) * x
  | n + 2 => (1 + e (n + 1)) * (x * roundedVRR x h e f (n + 1))
      + (1 + f (n + 1)) * (((n : ℝ) + 1) * h * roundedVRR x h e f n)

/-- If both terms carry the same relative error, each step after the first is the exact step applied
to the rounded values, followed by a single rounding of the result. -/
theorem roundedVRR_single_rounding (x h : ℝ) (e : ℕ → ℝ) (n : ℕ) :
    roundedVRR x h e e (n + 2) = (1 + e (n + 1)) *
      (x * roundedVRR x h e e (n + 1) + ((n : ℝ) + 1) * h * roundedVRR x h e e n) := by
  simp only [roundedVRR]
  ring

/-- For nonnegative `x` and `h` all exact values are nonnegative. -/
theorem exactVRR_nonneg {x h : ℝ} (hx : 0 ≤ x) (hh : 0 ≤ h) (n : ℕ) :
    0 ≤ exactVRR x h n := by
  induction n using Nat.twoStepInduction with
  | zero => simp [exactVRR]
  | one => simpa [exactVRR] using hx
  | more n ih0 ih1 =>
    simp only [exactVRR]
    positivity

/-- For nonnegative `x` and `h`, and relative errors of size at most `d ≤ 1`, the rounded
value is at least `(1 - d) ^ n` times the exact one. -/
theorem roundedVRR_lower {x h d : ℝ} {e f : ℕ → ℝ} (hx : 0 ≤ x) (hh : 0 ≤ h) (hd : d ≤ 1)
    (he : ∀ n, |e n| ≤ d) (hf : ∀ n, |f n| ≤ d) (n : ℕ) :
    (1 - d) ^ n * exactVRR x h n ≤ roundedVRR x h e f n := by
  have hd0 : 0 ≤ d := (abs_nonneg _).trans (he 0)
  have hc : 0 ≤ 1 - d := by linarith
  have he' : ∀ n, 1 - d ≤ 1 + e n := fun n => by linarith [(abs_le.mp (he n)).1]
  have hf' : ∀ n, 1 - d ≤ 1 + f n := fun n => by linarith [(abs_le.mp (hf n)).1]
  induction n using Nat.twoStepInduction with
  | zero => simp [exactVRR, roundedVRR]
  | one =>
    simp only [exactVRR, roundedVRR, pow_one]
    exact mul_le_mul_of_nonneg_right (he' 0) hx
  | more n ih0 ih1 =>
    have s0 := exactVRR_nonneg hx hh n
    have s1 := exactVRR_nonneg hx hh (n + 1)
    have hn : 0 ≤ ((n : ℝ) + 1) * h := by positivity
    -- the older value has been rounded once less
    have hp : (1 - d) ^ (n + 2) ≤ (1 - d) ^ (n + 1) :=
      pow_le_pow_of_le_one hc (by linarith) (by omega)
    have a1 := mul_le_mul (he' (n + 1)) (mul_le_mul_of_nonneg_left ih1 hx)
      (mul_nonneg hx (mul_nonneg (pow_nonneg hc _) s1)) (hc.trans (he' (n + 1)))
    have a2 := mul_le_mul (hf' (n + 1)) (mul_le_mul_of_nonneg_left ih0 hn)
      (mul_nonneg hn (mul_nonneg (pow_nonneg hc _) s0)) (hc.trans (hf' (n + 1)))
    have a3 := mul_le_mul_of_nonneg_right hp (mul_nonneg hn s0)
    simp only [exactVRR, roundedVRR]
    calc (1 - d) ^ (n + 2) * (x * exactVRR x h (n + 1) + ((n : ℝ) + 1) * h * exactVRR x h n)
        = (1 - d) * (x * ((1 - d) ^ (n + 1) * exactVRR x h (n + 1)))
          + (1 - d) ^ (n + 2) * (((n : ℝ) + 1) * h * exactVRR x h n) := by ring
      _ ≤ (1 - d) * (x * ((1 - d) ^ (n + 1) * exactVRR x h (n + 1)))
          + (1 - d) ^ (n + 1) * (((n : ℝ) + 1) * h * exactVRR x h n) := by linarith only [a3]
      _ = (1 - d) * (x * ((1 - d) ^ (n + 1) * exactVRR x h (n + 1)))
          + (1 - d) * (((n : ℝ) + 1) * h * ((1 - d) ^ n * exactVRR x h n)) := by ring
      _ ≤ _ := add_le_add a1 a2

/-- For nonnegative `x` and `h`, and relative errors of size at most `d ≤ 1`, the rounded
value is at most `(1 + d) ^ n` times the exact one. -/
theorem roundedVRR_upper {x h d : ℝ} {e f : ℕ → ℝ} (hx : 0 ≤ x) (hh : 0 ≤ h) (hd : d ≤ 1)
    (he : ∀ n, |e n| ≤ d) (hf : ∀ n, |f n| ≤ d) (n : ℕ) :
    roundedVRR x h e f n ≤ (1 + d) ^ n * exactVRR x h n := by
  have hd0 : 0 ≤ d := (abs_nonneg _).trans (he 0)
  have hc : 0 ≤ 1 + d := by linarith
  have he' : ∀ n, 1 + e n ≤ 1 + d := fun n => by linarith [(abs_le.mp (he n)).2]
  have hf' : ∀ n, 1 + f n ≤ 1 + d := fun n => by linarith [(abs_le.mp (hf n)).2]
  -- rounded values stay nonnegative, by the lower bound
  have hr : ∀ n, 0 ≤ roundedVRR x h e f n := fun n =>
    (mul_nonneg (pow_nonneg (by linarith) n) (exactVRR_nonneg hx hh n)).trans
      (roundedVRR_lower hx hh hd he hf n)
  induction n using Nat.twoStepInduction with
  | zero => simp [exactVRR, roundedVRR]
  | one =>
    simp only [exactVRR, roundedVRR, pow_one]
    exact mul_le_mul_of_nonneg_right (he' 0) hx
  | more n ih0 ih1 =>
    have hn : 0 ≤ ((n : ℝ) + 1) * h := by positivity
    have hp : (1 + d) ^ (n + 1) ≤ (1 + d) ^ (n + 2) :=
      pow_le_pow_right₀ (by linarith) (by omega)
    have a1 := mul_le_mul (he' (n + 1)) (mul_le_mul_of_nonneg_left ih1 hx)
      (mul_nonneg hx (hr (n + 1))) hc
    have a2 := mul_le_mul (hf' (n + 1)) (mul_le_mul_of_nonneg_left ih0 hn)
      (mul_nonneg hn (hr n)) hc
    have a3 := mul_le_mul_of_nonneg_right hp (mul_nonneg hn (exactVRR_nonneg hx hh n))
    simp only [exactVRR, roundedVRR]
    calc _ ≤ (1 + d) * (x * ((1 + d) ^ (n + 1) * exactVRR x h (n + 1)))
          + (1 + d) * (((n : ℝ) + 1) * h * ((1 + d) ^ n * exactVRR x h n)) := add_le_add a1 a2
      _ = (1 + d) * (x * ((1 + d) ^ (n + 1) * exactVRR x h (n + 1)))
          + (1 + d) ^ (n + 1) * (((n : ℝ) + 1) * h * exactVRR x h n) := by ring
      _ ≤ (1 + d) * (x * ((1 + d) ^ (n + 1) * exactVRR x h (n + 1)))
          + (1 + d) ^ (n + 2) * (((n : ℝ) + 1) * h * exactVRR x h n) := by linarith only [a3]
      _ = _ := by ring

/-- For nonnegative `x` and `h`, and relative errors of size at most `d ≤ 1` in each term,
the rounded value lies between `(1 - d) ^ n` and `(1 + d) ^ n` times the exact one. -/
theorem roundedVRR_bounds {x h d : ℝ} {e f : ℕ → ℝ} (hx : 0 ≤ x) (hh : 0 ≤ h) (hd : d ≤ 1)
    (he : ∀ n, |e n| ≤ d) (hf : ∀ n, |f n| ≤ d) (n : ℕ) :
    (1 - d) ^ n * exactVRR x h n ≤ roundedVRR x h e f n ∧
      roundedVRR x h e f n ≤ (1 + d) ^ n * exactVRR x h n :=
  ⟨roundedVRR_lower hx hh hd he hf n, roundedVRR_upper hx hh hd he hf n⟩

/-- Under the same conditions (`x, h ≥ 0`, relative errors of size at most `d ≤ 1`) the total error
is at most `(1 + d) ^ n - 1` times the exact value. -/
theorem roundedVRR_error {x h d : ℝ} {e f : ℕ → ℝ} (hx : 0 ≤ x) (hh : 0 ≤ h) (hd : d ≤ 1)
    (he : ∀ n, |e n| ≤ d) (hf : ∀ n, |f n| ≤ d) (n : ℕ) :
    |roundedVRR x h e f n - exactVRR x h n| ≤ ((1 + d) ^ n - 1) * exactVRR x h n := by
  have hd0 : 0 ≤ d := (abs_nonneg _).trans (he 0)
  obtain ⟨hl, hu⟩ := roundedVRR_bounds hx hh hd he hf n
  -- Bernoulli's inequality for `d` and for `-d`
  have b1 := one_add_mul_le_pow (show -2 ≤ d by linarith) n
  have b2 := one_add_mul_le_pow (show -2 ≤ -d by linarith) n
  rw [← sub_eq_add_neg] at b2
  have b3 : 2 - (1 + d) ^ n ≤ (1 - d) ^ n := by linarith
  have b4 := mul_le_mul_of_nonneg_right b3 (exactVRR_nonneg hx hh n)
  rw [sub_mul] at b4
  rw [abs_le, sub_mul]
  constructor <;> linarith

/-- For `h = 0` and a constant relative error `c`, the rounded value is exactly
`(1 + c) ^ n` times the exact one. -/
theorem roundedVRR_sharp (x c : ℝ) (n : ℕ) :
    roundedVRR x 0 (fun _ => c) (fun _ => c) n = (1 + c) ^ n * exactVRR x 0 n := by
  induction n using Nat.twoStepInduction with
  | zero => simp [exactVRR, roundedVRR]
  | one => simp [exactVRR, roundedVRR]
  | more n ih0 ih1 =>
    simp only [exactVRR, roundedVRR, ih1]
    ring

/-- For every `d > 0` and every `K` there is a negative `h` such that, with `x = 1`, a relative
error `d` in the first step alone gives the value at index 2 an error larger than `K` times its
exact value, which is positive. -/
theorem cancellation_of_negative_h {d : ℝ} (hd : 0 < d) (K : ℝ) :
    ∃ h < 0, 0 < exactVRR 1 h 2 ∧
      K * exactVRR 1 h 2 <
        |roundedVRR 1 h (fun n => if n = 0 then d else 0)
          (fun n => if n = 0 then d else 0) 2 - exactVRR 1 h 2| := by
  have hs : ∀ h : ℝ, exactVRR 1 h 2 = 1 + h := fun h => by simp [exactVRR]
  have hr : ∀ h : ℝ, roundedVRR 1 h (fun n => if n = 0 then d else 0)
      (fun n => if n = 0 then d else 0) 2 = 1 + d + h := fun h => by simp [roundedVRR]
  -- choose the exact value `t` between 0 and 1 with `K * t < d`
  obtain ⟨t, ht0, ht1, htK⟩ : ∃ t : ℝ, 0 < t ∧ t < 1 ∧ K * t < d := by
    have hD : 0 < d + |K| + 1 := by positivity
    have ht : 0 < d / (d + |K| + 1) := div_pos hd hD
    have hm : d / (d + |K| + 1) * (d + |K| + 1) = d := div_mul_cancel₀ d hD.ne'
    refine ⟨d / (d + |K| + 1), ht, ?_, ?_⟩
    · rw [div_lt_one hD]
      linarith [abs_nonneg K]
    · nlinarith [mul_pos ht hd, mul_nonneg ht.le (sub_nonneg.2 (le_abs_self K))]
  refine ⟨t - 1, by linarith, ?_, ?_⟩
  · rw [hs]
    linarith
  · rw [hr, hs, show 1 + d + (t - 1) - (1 + (t - 1)) = d by ring, abs_of_pos hd,
      show 1 + (t - 1) = t by ring]
    exact htK

end

end VerticalRecurrenceRounding
```

```lean
#print axioms VerticalRecurrenceRounding.roundedVRR_single_rounding
-- 'VerticalRecurrenceRounding.roundedVRR_single_rounding' depends on axioms: [propext, Classical.choice, Quot.sound]
#print axioms VerticalRecurrenceRounding.roundedVRR_error
-- 'VerticalRecurrenceRounding.roundedVRR_error' depends on axioms: [propext, Classical.choice, Quot.sound]
#print axioms VerticalRecurrenceRounding.roundedVRR_sharp
-- 'VerticalRecurrenceRounding.roundedVRR_sharp' depends on axioms: [propext, Classical.choice, Quot.sound]
#print axioms VerticalRecurrenceRounding.cancellation_of_negative_h
-- 'VerticalRecurrenceRounding.cancellation_of_negative_h' depends on axioms: [propext, Classical.choice, Quot.sound]
```

In this file `exactVRR x h n` is $s_n$ and `roundedVRR x h e f n` is $r_n$. Both are sequences of real numbers, and their third clause defines the value at `n + 2`, so the integer coefficient appears as `(n : ℝ) + 1`. The errors `e` and `f` are arbitrary real sequences. The entry `f 0` is never used, because the first step has only one term.

The main theorem, `roundedVRR_bounds`, says: if `x` and `h` are nonnegative, `d ≤ 1`, and every `e n` and `f n` has absolute value at most `d`, then for every `n` the rounded value lies between $(1-d)^n$ and $(1+d)^n$ times the exact one. That `d` is nonnegative need not be assumed, since it bounds an absolute value. If you prefer to think of one rounding per step, applied to the finished sum, set `f` equal to `e`; `roundedVRR_single_rounding` displays the recurrence in that form.

The hypotheses `he` and `hf` stand for the usual model of floating-point arithmetic, in which each operation returns the true result times a factor close to 1. This model presupposes that nothing overflows or underflows. With unit roundoff $u$, the second term of a step undergoes two multiplications and the final addition, so $d = (1+u)^3 - 1$, roughly $3u$, is enough for both terms. For overlaps of this one-dimensional kind, with $x \ge 0$ and with $x$ and $h$ taken as exact inputs, raising the angular momentum to $n$ therefore costs a relative error of roughly $3nu$ at most.

Two limits matter for your integrals. First, $P_x - A_x$ may be negative, and then the inequalities fail as written, because the odd $s_n$ are no longer positive. Reflecting the axis multiplies both $s_n$ and $r_n$ by $(-1)^n$, so the error estimate carries over with $|s_n|$ in place of $s_n$, though this reflection is an argument by hand and not part of the file. Secondly, the vertical recurrences for Coulomb integrals that carry an auxiliary order contain differences of terms. They have a different form, and the theorem says nothing about them.

The formal proof takes the same route as the derivation. `exactVRR_nonneg` shows that the exact values are nonnegative. `roundedVRR_lower` uses `Nat.twoStepInduction`, which supplies the bound at `n` as `ih0` and at `n + 1` as `ih1`. The inequalities `a1` and `a2` bound the two terms of the step separately. `hp` says that one more factor $1-d$ cannot increase the power, and `a3` multiplies this by the older term. The `calc` block then runs through the displayed chain from its smallest member to its largest.

`roundedVRR_upper` has the same structure. It first obtains `hr`, the nonnegativity of the rounded values, from the lower bound, because multiplying the estimates for the error factors by those for the values requires it. `roundedVRR_bounds` pairs the two results.

In `roundedVRR_error`, `b1` and `b2` are Bernoulli's inequality for $d$ and for $-d$. Their sum is rearranged in `b3` and multiplied by $s_n$ in `b4`, after which both sides of the absolute value follow by linear arithmetic.

`roundedVRR_sharp` proves the formula for $h=0$ by the same induction, of which the general step needs only `ih1`, since the older term vanishes.

`cancellation_of_negative_h` is the general version of the numerical example: for every `d > 0` and every `K` there is a negative `h` for which $s_2$ is positive and the error of $r_2$ exceeds `K` times $s_2$. The only nonzero error that enters is $e_0 = d$, so `hs` and `hr` evaluate $s_2$ and $r_2$ as $1+h$ and $1+d+h$, which differ by exactly $d$. The proof chooses the exact value $t = d/(d+|K|+1)$, which lies between 0 and 1 and satisfies $Kt < d$, and sets $h = t-1$.
